# On a finite real-space grid, dual projectors localised in a sphere exist exactly when the partial waves are linearly independent inside it

## Reading off coefficients inside an augmentation sphere

In the projector augmented-wave method, a smooth wavefunction near an atom is expanded in smooth partial waves. The expansion coefficients are obtained by taking inner products with projector functions. Two demands are placed on these functions: they vanish outside the augmentation sphere, and each gives one on its own partial wave and zero on the others.

The partial waves may extend beyond the sphere, while the projectors see only what lies inside. Two waves that differ only outside it look identical to every localised projector. So which sets of partial waves admit localised dual projectors at all?

The answer below settles this for a single sphere in a finite orthonormal basis where cutting a function off at the sphere acts as an orthogonal projector, as it does on a set of sites.

## Sphere, waves and projectors as matrices

Let $i$ label the basis functions and $j,k$ the partial waves. The matrix $\Phi$, called `Phit` in Lean, holds the smooth partial waves as columns, and $P$ holds the projector functions in the same way. Restriction to the sphere is modelled by a matrix $D$ with $D^\dagger=D$ and $D^2=D$. On a set of sites, it is diagonal, with ones inside the sphere and zeros outside. In a truncated plane-wave basis, the matrix of the cutoff function is in general not idempotent, and the theorem does not apply to it.

Localisation is $DP=P$. Duality is $P^\dagger\Phi=1$, or in components
$$\sum_i \overline{P_{ij}}\,\Phi_{ik}=\delta_{jk}.$$

The main theorem, `exists_localisedDual_iff`, says that for every such $D$ and every $\Phi$, a matrix $P$ with both properties exists if and only if the columns of $D\Phi$ are linearly independent.

In Lean, `n` and `m` are finite index types for basis functions and waves. `IsSphere D` contains the two conditions on $D$, `IsLocalisedDual D Phit P` contains localisation and duality, and `(D * Phit).col` is the family of restricted waves. The product $P^\dagger\Phi$ is a table of physical inner products only if the basis is orthonormal; a nonorthogonal basis would need its overlap matrix. `IsSphere` admits any orthogonal projector, so the geometry of a ball is not encoded. Overlapping spheres, all-electron partial waves and the smoothness of the projectors are not treated.

## Why independence inside the sphere is necessary

Suppose $P$ is localised and dual. The adjoint of $DP=P$ is $P^\dagger D=P^\dagger$, hence
$$P^\dagger(D\Phi)=P^\dagger\Phi=1.$$
If a coefficient vector $c$ satisfies $D\Phi c=0$, multiplication by $P^\dagger$ gives $c=0$. The restricted waves are therefore independent.

## Building projectors from the sphere overlap

For the converse, define the overlap of the waves inside the sphere,
$$G=\Phi^\dagger D\Phi=\Phi^\dagger D D\Phi=(D\Phi)^\dagger(D\Phi).$$
If $Gc=0$, then $0=c^\dagger Gc=\|D\Phi c\|^2$, so $D\Phi c=0$. Conversely, $D\Phi c=0$ implies $Gc=0$. The two matrices have the same null space, and since $G$ is square, it is invertible exactly when the restricted waves are independent.

In that case set
$$C=D\Phi G^{-1}.$$
Then $DC=D^2\Phi G^{-1}=C$. Since $G^\dagger=G$, we also have
$$C^\dagger\Phi=G^{-1}\Phi^\dagger D\Phi=G^{-1}G=1.$$
So $C$ is localised and dual, which proves existence.

## The canonical projectors have the smallest norm

Let $P$ be any localised dual choice. The identity $P^\dagger D\Phi=1$ gives
$$P^\dagger C=P^\dagger D\Phi G^{-1}=G^{-1}.$$
The same holds with $P$ replaced by $C$, so $P^\dagger C=C^\dagger C$. Taking adjoints gives $C^\dagger P=C^\dagger C$. Therefore
$$(P-C)^\dagger(P-C)=P^\dagger P-P^\dagger C-C^\dagger P+C^\dagger C=P^\dagger P-C^\dagger C.$$
The diagonal entry $j$ of this identity reads
$$\sum_i|P_{ij}|^2=\sum_i|C_{ij}|^2+\sum_i|P_{ij}-C_{ij}|^2,$$
so each column of $C$ is no longer than the corresponding column of $P$. A small norm does not imply a smooth function: on a real-space grid, $C$ is built from waves cut off at the sphere boundary.

## Three sites worked by hand

Take three sites, the first two inside the sphere, and the normalised wave $\Phi=\tfrac13(1,2,2)^T$. Inside the sphere it is $\tfrac13(1,2,0)^T$, with $G=\tfrac59$. The canonical projector is
$$C=\tfrac95\cdot\tfrac13(1,2,0)^T=\left(\tfrac35,\tfrac65,0\right)^T,$$
with squared norm $\tfrac95$. Another admissible choice is $P=(3,0,0)^T$, with squared norm $9$. The difference $P-C=(\tfrac{12}5,-\tfrac65,0)^T$ has squared norm $\tfrac{36}5$, and indeed $\tfrac95+\tfrac{36}5=9$.

Now take the two waves $\tfrac1{\sqrt2}(1,0,1)^T$ and $\tfrac1{\sqrt2}(1,0,-1)^T$. They are orthonormal, but coincide inside the sphere. All four entries of $G$ equal $\tfrac12$, its determinant vanishes, and no localised dual pair exists.

## The Lean file

```lean
import Mathlib

open Matrix
open scoped ComplexOrder

namespace LocalisedProjectors

variable {n m : Type*} [Fintype n] [Fintype m] [DecidableEq m]

/-- The restriction to an augmentation sphere: a Hermitian idempotent matrix. -/
structure IsSphere (D : Matrix n n ℂ) : Prop where
  hermitian : Dᴴ = D
  idem : D * D = D

/-- The columns of `P` are projector functions localised in the sphere `D` and dual to the
smooth partial waves `Phit`. -/
structure IsLocalisedDual (D : Matrix n n ℂ) (Phit P : Matrix n m ℂ) : Prop where
  localised : D * P = P
  dual : Pᴴ * Phit = 1

/-- The overlap matrix of the smooth partial waves inside the sphere. -/
def sphereGram (D : Matrix n n ℂ) (Phit : Matrix n m ℂ) : Matrix m m ℂ :=
  Phitᴴ * D * Phit

/-- The canonical localised projectors: restricted partial waves times the inverse sphere overlap
matrix. It is meant for an invertible overlap matrix; for a singular one the inverse, and hence the
result, is zero. -/
noncomputable def canonical (D : Matrix n n ℂ) (Phit : Matrix n m ℂ) : Matrix n m ℂ :=
  D * Phit * (sphereGram D Phit)⁻¹

omit [Fintype m] in
/-- Localised dual projectors are also dual to the partial waves restricted to the sphere. -/
theorem dual_restricted {D : Matrix n n ℂ} {Phit P : Matrix n m ℂ}
    (hD : IsSphere D) (hP : IsLocalisedDual D Phit P) : Pᴴ * (D * Phit) = 1 := by
  -- the adjoint of `D P = P` is `Pᴴ D = Pᴴ`
  have h : Pᴴ * D = Pᴴ := by
    have h' := congrArg Matrix.conjTranspose hP.localised
    rwa [Matrix.conjTranspose_mul, hD.hermitian] at h'
  rw [← Matrix.mul_assoc, h, hP.dual]

/-- The sphere overlap matrix is invertible exactly when the restricted partial waves are
linearly independent. -/
theorem isUnit_sphereGram_iff {D : Matrix n n ℂ} (hD : IsSphere D) (Phit : Matrix n m ℂ) :
    IsUnit (sphereGram D Phit) ↔ LinearIndependent ℂ (D * Phit).col := by
  have hG : sphereGram D Phit = (D * Phit)ᴴ * (D * Phit) := by
    rw [Matrix.conjTranspose_mul, hD.hermitian]
    calc Phitᴴ * D * Phit = Phitᴴ * (D * D) * Phit := by rw [hD.idem]
      _ = Phitᴴ * D * (D * Phit) := by simp only [Matrix.mul_assoc]
  rw [← Matrix.mulVec_injective_iff, ← Matrix.mulVec_injective_iff_isUnit, hG]
  constructor
  · intro h x y hxy
    apply h
    change ((D * Phit)ᴴ * (D * Phit)) *ᵥ x = ((D * Phit)ᴴ * (D * Phit)) *ᵥ y
    rw [← Matrix.mulVec_mulVec x, ← Matrix.mulVec_mulVec y, hxy]
  · intro h x y hxy
    have h0 : ((D * Phit)ᴴ * (D * Phit)) *ᵥ (x - y) = 0 := by
      rw [Matrix.mulVec_sub]
      exact sub_eq_zero.mpr hxy
    -- a null vector of the overlap matrix gives a vanishing combination of waves
    have h1 := (Matrix.conjTranspose_mul_self_mulVec_eq_zero _ _).1 h0
    rw [Matrix.mulVec_sub] at h1
    exact h (sub_eq_zero.mp h1)

/-- If the sphere overlap matrix is invertible, the canonical projectors are localised in the
sphere and dual to the smooth partial waves. -/
theorem canonical_isLocalisedDual {D : Matrix n n ℂ} {Phit : Matrix n m ℂ}
    (hD : IsSphere D) (hG : IsUnit (sphereGram D Phit)) :
    IsLocalisedDual D Phit (canonical D Phit) := by
  have hH : (sphereGram D Phit)ᴴ = sphereGram D Phit := by
    simp only [sphereGram, Matrix.conjTranspose_mul, Matrix.conjTranspose_conjTranspose,
      hD.hermitian, Matrix.mul_assoc]
  constructor
  · unfold canonical
    rw [← Matrix.mul_assoc, ← Matrix.mul_assoc, hD.idem]
  · unfold canonical
    rw [Matrix.conjTranspose_mul, Matrix.conjTranspose_mul, hD.hermitian,
      Matrix.conjTranspose_nonsing_inv, hH, Matrix.mul_assoc]
    change (sphereGram D Phit)⁻¹ * sphereGram D Phit = 1
    exact Matrix.nonsing_inv_mul _ ((Matrix.isUnit_iff_isUnit_det _).1 hG)

/-- Projectors localised in the sphere and dual to the smooth partial waves exist if and only
if the partial waves restricted to the sphere are linearly independent. -/
theorem exists_localisedDual_iff {D : Matrix n n ℂ} (hD : IsSphere D) (Phit : Matrix n m ℂ) :
    (∃ P, IsLocalisedDual D Phit P) ↔ LinearIndependent ℂ (D * Phit).col := by
  constructor
  · rintro ⟨P, hP⟩
    rw [← Matrix.mulVec_injective_iff]
    intro x y hxy
    -- the projectors read off the expansion coefficients
    have h : ∀ v, Pᴴ *ᵥ ((D * Phit) *ᵥ v) = v := by
      intro v
      rw [Matrix.mulVec_mulVec, dual_restricted hD hP, Matrix.one_mulVec]
    calc x = Pᴴ *ᵥ ((D * Phit) *ᵥ x) := (h x).symm
      _ = Pᴴ *ᵥ ((D * Phit) *ᵥ y) := congrArg (fun w => Pᴴ *ᵥ w) hxy
      _ = y := h y
  · intro h
    exact ⟨_, canonical_isLocalisedDual hD ((isUnit_sphereGram_iff hD Phit).2 h)⟩

/-- The overlap matrix of any localised dual projectors is that of the canonical ones plus
the overlap matrix of the difference. -/
theorem overlap_decomposition {D : Matrix n n ℂ} {Phit P : Matrix n m ℂ}
    (hD : IsSphere D) (hP : IsLocalisedDual D Phit P) :
    Pᴴ * P = (canonical D Phit)ᴴ * canonical D Phit
      + (P - canonical D Phit)ᴴ * (P - canonical D Phit) := by
  have hC := canonical_isLocalisedDual hD
    ((isUnit_sphereGram_iff hD Phit).2 ((exists_localisedDual_iff hD Phit).1 ⟨P, hP⟩))
  -- every admissible set has the same overlap with the canonical one
  have key : ∀ Q, IsLocalisedDual D Phit Q →
      Qᴴ * canonical D Phit = (sphereGram D Phit)⁻¹ := by
    intro Q hQ
    unfold canonical
    rw [← Matrix.mul_assoc, dual_restricted hD hQ, Matrix.one_mul]
  have h1 : Pᴴ * canonical D Phit = (canonical D Phit)ᴴ * canonical D Phit :=
    (key P hP).trans (key _ hC).symm
  have h2 : (canonical D Phit)ᴴ * P = (canonical D Phit)ᴴ * canonical D Phit := by
    have h := congrArg Matrix.conjTranspose h1
    simpa only [Matrix.conjTranspose_mul, Matrix.conjTranspose_conjTranspose] using h
  rw [Matrix.conjTranspose_sub, Matrix.sub_mul, Matrix.mul_sub, Matrix.mul_sub, h1, h2]
  abel

/-- Each canonical projector function has the smallest norm among all localised dual choices. -/
theorem canonical_norm_le {D : Matrix n n ℂ} {Phit P : Matrix n m ℂ}
    (hD : IsSphere D) (hP : IsLocalisedDual D Phit P) (j : m) :
    ∑ i, ‖canonical D Phit i j‖ ^ 2 ≤ ∑ i, ‖P i j‖ ^ 2 := by
  have hcol : ∀ A : Matrix n m ℂ, (Aᴴ * A) j j = ((∑ i, ‖A i j‖ ^ 2 : ℝ) : ℂ) := by
    intro A
    rw [Matrix.mul_apply, Complex.ofReal_sum]
    refine Finset.sum_congr rfl fun i _ => ?_
    rw [Matrix.conjTranspose_apply, Complex.ofReal_pow]
    exact Complex.conj_mul' (A i j)
  have h := congrFun (congrFun (overlap_decomposition hD hP) j) j
  rw [Matrix.add_apply, hcol, hcol, hcol, ← Complex.ofReal_add] at h
  have h' := Complex.ofReal_injective h
  have hpos : 0 ≤ ∑ i, ‖(P - canonical D Phit) i j‖ ^ 2 :=
    Finset.sum_nonneg fun i _ => sq_nonneg _
  linarith

/-- The sphere that contains the first site of a two-site basis. -/
def firstSite : Matrix (Fin 2) (Fin 2) ℂ := !![1, 0; 0, 0]

/-- For the first-site sphere, the unnormalised partial wave `(1, 1)` has the first basis function
as a localised dual projector. -/
theorem localisedDual_witness :
    IsSphere firstSite ∧ IsLocalisedDual firstSite !![1; 1] !![1; 0] := by
  refine ⟨⟨?_, ?_⟩, ⟨?_, ?_⟩⟩ <;> ext i j <;> fin_cases i <;> fin_cases j <;>
    simp [firstSite, Matrix.mul_apply, Fin.sum_univ_succ]

/-- A partial wave on the second site alone is linearly independent, yet it has no dual
projector localised on the first site. -/
theorem independent_without_localisedDual :
    LinearIndependent ℂ (!![0; 1] : Matrix (Fin 2) (Fin 1) ℂ).col ∧
      ¬ ∃ P, IsLocalisedDual firstSite (!![0; 1] : Matrix (Fin 2) (Fin 1) ℂ) P := by
  constructor
  · rw [← Matrix.mulVec_injective_iff]
    intro x y h
    ext i
    fin_cases i
    have h1 := congrFun h 1
    simpa [Matrix.mulVec, dotProduct] using h1
  · rintro ⟨P, hP⟩
    have h0 : firstSite * (!![0; 1] : Matrix (Fin 2) (Fin 1) ℂ) = 0 := by
      ext i j
      fin_cases i <;> fin_cases j <;>
        simp [firstSite, Matrix.mul_apply, Fin.sum_univ_succ]
    have h := dual_restricted localisedDual_witness.1 hP
    rw [h0, Matrix.mul_zero] at h
    have h1 := congrFun (congrFun h 0) 0
    simp at h1

end LocalisedProjectors
```

```lean
#print axioms LocalisedProjectors.exists_localisedDual_iff
#print axioms LocalisedProjectors.canonical_norm_le
#print axioms LocalisedProjectors.independent_without_localisedDual
```

```
'LocalisedProjectors.exists_localisedDual_iff' depends on axioms: [propext, Classical.choice, Quot.sound]
'LocalisedProjectors.canonical_norm_le' depends on axioms: [propext, Classical.choice, Quot.sound]
'LocalisedProjectors.independent_without_localisedDual' depends on axioms: [propext, Classical.choice, Quot.sound]
```

## How the lemmas follow the derivation

`dual_restricted` is the identity $P^\dagger(D\Phi)=1$. It takes the adjoint of the localisation condition with `congrArg` and then uses duality.

`isUnit_sphereGram_iff` first rewrites $G$ as $(D\Phi)^\dagger(D\Phi)$. One direction multiplies an equality of restricted waves by $(D\Phi)^\dagger$. The other uses `Matrix.conjTranspose_mul_self_mulVec_eq_zero`, which is the step from $Gc=0$ to $D\Phi c=0$ that we made with the squared norm.

`canonical_isLocalisedDual` checks the two properties of $C$, with `hH` supplying $G^\dagger=G$. Its hypothesis of an invertible $G$ matters because Mathlib's `⁻¹` returns zero for a singular matrix. The main theorem then combines the pieces: given $P$, it recovers each coefficient vector from its restricted wave; given independence, it supplies `canonical`.

In `overlap_decomposition`, invertibility need not be assumed, since the given $P$ already implies it through the main theorem. The local statement `key` is $Q^\dagger C=G^{-1}$ for every admissible $Q$, applied once to $P$ and once to $C$. `canonical_norm_le` takes a diagonal entry, identifies it with a real sum of squares through `hcol`, and discards the nonnegative difference term.

The last two theorems use a two-site basis with the first site as the sphere. In `localisedDual_witness` the wave is $(1,1)^T$ and the projector $(1,0)^T$; for the normalised wave $\tfrac1{\sqrt2}(1,1)^T$ the corresponding projector is $(\sqrt2,0)^T$. In `independent_without_localisedDual` the wave $(0,1)^T$ is independent as a one-element family, but its restriction is zero. A localised dual projector would then give $0=1$, so independence of the unrestricted waves is not enough.

## Linear independence as injectivity

The proof turns on `Matrix.mulVec_injective_iff`. It says that the columns of a matrix $M$ are linearly independent exactly when the map $c\mapsto Mc$ is injective. In Lean this map is `M.mulVec`, and `M *ᵥ c` is its value at `c`.

Both directions of the main theorem rely on this translation. For necessity, $P^\dagger$ is a left inverse of $D\Phi$, and a map with a left inverse is injective; the `calc` block writes this out as a chain from `x` to `y`. For existence, the square matrix $G$ has a companion lemma, `Matrix.mulVec_injective_iff_isUnit`, which equates injectivity with invertibility. After both rewrites, `isUnit_sphereGram_iff` compares the injectivity of two maps, with no determinant or rank to compute.

Injectivity speaks of two vectors with equal images, whereas the derivation by hand speaks of one null vector. This is why the Lean proof forms `x - y`, shows that $D\Phi$ sends it to zero, and then returns to an equality of images.
